# The ultrasoft augmented density of one orbital sums over the grid to Re⟨φ, Sφ⟩

In an ultrasoft pseudopotential model on a finite grid with finitely many projectors, an orbital φ has at each point x the density |φ_x|² + Re⟨c, Q(x)c⟩, where c = Bᴴφ are its projections. `total_density` states that this density, summed over the grid, is the real part of ⟨φ, Sφ⟩, with S = 1 + BqBᴴ and q the sum of the matrices Q(x). The vector φ is arbitrary and need not be normalised; if ⟨φ, Sφ⟩ = 1, the total is 1. The attempt sums the augmentation terms into one matrix element of q, expands S, and moves B across the inner product as its adjoint, so that the two sides can be compared term by term.

As first written in Lean, the proof fails:

```lean
import Mathlib

open Matrix

namespace UltrasoftContinuity

noncomputable section

/-- Ultrasoft pseudopotential data on a grid `X` with projectors `P`: local Hamiltonian,
projector matrix, nonlocal strengths and augmentation densities. -/
structure Ultrasoft (X P : Type*) where
  Hloc : Matrix X X ℂ
  B : Matrix X P ℂ
  D : Matrix P P ℂ
  Q : X → Matrix P P ℂ

variable {X P : Type*} [Fintype X] [DecidableEq X] [Fintype P]

/-- The augmentation charges, summed over the grid. -/
def Ultrasoft.q (M : Ultrasoft X P) : Matrix P P ℂ := ∑ x, M.Q x

/-- The overlap operator `S = 1 + B q Bᴴ`. -/
def Ultrasoft.overlap (M : Ultrasoft X P) : Matrix X X ℂ := 1 + M.B * M.q * M.Bᴴ

/-- The projections `c = Bᴴ φ`. -/
def Ultrasoft.proj (M : Ultrasoft X P) (φ : X → ℂ) : P → ℂ := M.Bᴴ *ᵥ φ

/-- The augmented density `|φ_x|² + Re⟨c, Q(x) c⟩`. -/
def Ultrasoft.density (M : Ultrasoft X P) (φ : X → ℂ) (x : X) : ℝ :=
  Complex.normSq (φ x) + (star (M.proj φ) ⬝ᵥ M.Q x *ᵥ M.proj φ).re

omit [DecidableEq X] in
/-- The projector matrix moves across the inner product as its adjoint. -/
theorem projector_adjoint (B : Matrix X P ℂ) (φ : X → ℂ) (v : P → ℂ) :
    star φ ⬝ᵥ B *ᵥ v = star (Bᴴ *ᵥ φ) ⬝ᵥ v := by
  rw [Matrix.star_mulVec, Matrix.conjTranspose_conjTranspose, ← Matrix.dotProduct_mulVec]

omit [DecidableEq X] in
/-- Matrix elements of the augmentation densities add up to that of `q`. -/
theorem sum_augmentation (M : Ultrasoft X P) (u v : P → ℂ) :
    ∑ x, star u ⬝ᵥ M.Q x *ᵥ v = star u ⬝ᵥ M.q *ᵥ v := by
  simp only [Ultrasoft.q, Matrix.mulVec, dotProduct, Matrix.sum_apply, Finset.sum_mul,
    Finset.mul_sum]
  rw [Finset.sum_comm]
  exact Finset.sum_congr rfl fun p _ => Finset.sum_comm

/-- The augmented density summed over the grid is the real part of `⟨φ, S φ⟩`. -/
theorem total_density (M : Ultrasoft X P) (φ : X → ℂ) :
    ∑ x, M.density φ x = (star φ ⬝ᵥ M.overlap *ᵥ φ).re := by
  simp only [Ultrasoft.density, Finset.sum_add_distrib]
  rw [← Complex.re_sum, sum_augmentation, Ultrasoft.overlap, Matrix.add_mulVec,
    Matrix.one_mulVec, dotProduct_add, ← Matrix.mulVec_mulVec, ← Matrix.mulVec_mulVec,
    projector_adjoint, Complex.add_re]
  congr 1
  simp [dotProduct, Complex.normSq_apply, Complex.re_sum]

end

end UltrasoftContinuity
```

Messages:

```
Main.lean:49:58: error: unsolved goals
case e_a
X : Type u_1
P : Type u_2
inst✝² : Fintype X
inst✝¹ : DecidableEq X
inst✝ : Fintype P
M : Ultrasoft X P
φ : X → ℂ
⊢ (star (M.qᴴ *ᵥ M.proj φ) ⬝ᵥ M.proj φ).re = (star φ ⬝ᵥ M.B *ᵥ M.q *ᵥ M.Bᴴ *ᵥ φ).re
```

Diagnosis. The error shows the augmentation terms left unproved, with `M.qᴴ` on the left and `M.B` still in place on the right. The rewrite with `projector_adjoint` was meant for `M.B`, but the lemma was given no arguments, and its left side fits any matrix between two vectors. It fitted the term in `M.q` on the left of the equation first, and moved `M.q` across instead. `congr 1` then split the sums into two goals, and the final `simp` worked only on the first, the one for |φ_x|², so the second remained.

Writing `projector_adjoint M.B φ` fixes the matrix and the vector, so the rewrite can only act on the intended term. That term then contains `M.Bᴴ *ᵥ φ`, which is `M.proj φ` by definition. The added `change` line writes it in that form, so the augmentation terms on the two sides are the same expression. `congr 1` closes their equality itself and leaves only the |φ_x|² part for `simp`.

The change, after which it compiles:

```diff
@@ -51,5 +51,6 @@
   rw [← Complex.re_sum, sum_augmentation, Ultrasoft.overlap, Matrix.add_mulVec,
     Matrix.one_mulVec, dotProduct_add, ← Matrix.mulVec_mulVec, ← Matrix.mulVec_mulVec,
-    projector_adjoint, Complex.add_re]
+    projector_adjoint M.B φ, Complex.add_re]
+  change _ + _ = _ + (star (M.proj φ) ⬝ᵥ M.q *ᵥ M.proj φ).re
   congr 1
   simp [dotProduct, Complex.normSq_apply, Complex.re_sum]
```
